# An error bound for the high-frequency tail of a Green's function with finitely many real poles

Take one pole at a real energy $e$ with residue 1, and keep only the leading term $1/z$ of its expansion at large $z$. At $z=iw$, with $w$ real and nonzero, the error is

$$\frac{1}{iw-e}-\frac{1}{iw}=\frac{e}{iw\,(iw-e)} .$$

Since $|iw-e|=\sqrt{w^2+e^2}\ge|w|$, its modulus is at most $|e|/w^2$. This holds even when $|w|<|e|$, where the expansion in powers of $e/(iw)$ diverges. The general bound has the same two ingredients: an exact remainder, and the fact that the point $iw$ lies at least $|w|$ away from every real pole.

## Poles, moments and tail

The poles are labelled by a finite type `ι`. Their residues lie in a complex normed space `E`, which may be the complex numbers or matrices with a chosen norm. No positivity is assumed at this stage.

```lean
import Mathlib

open Filter Topology

namespace MatsubaraTail

noncomputable section

variable {ι E : Type*} [Fintype ι] [NormedAddCommGroup E] [NormedSpace ℂ E]
```

With real energies $e_p$ and residues $A_p$, the Green's function is

$$G(z)=\sum_p \frac{A_p}{z-e_p}.$$

This pole form is the starting point and is not derived from a Hamiltonian. It describes a system with finitely many discrete excitation energies; a continuous spectrum is not covered. In Lean, `A p` and `e p` are $A_p$ and $e_p$, and the type `ι → ℝ` of `e` makes the energies real.

```lean
/-- The Green's function with finitely many real poles `e p` and residues `A p`
(numbers, matrices or other vectors), for `z` away from the poles. -/
def greens (A : ι → E) (e : ι → ℝ) (z : ℂ) : E :=
  ∑ p, (z - (e p : ℂ))⁻¹ • A p
```

The spectral moments are counted from zero:

$$M_n=\sum_p e_p^{\,n}A_p .$$

Here $0^0=1$, so $M_0$ is the sum of all residues, including that of a pole at zero energy.

```lean
/-- The spectral moment of order `n`: the sum of the residues weighted by the `n`-th power
of the pole energies. -/
def moment (A : ι → E) (e : ι → ℝ) (n : ℕ) : E :=
  ∑ p, (e p : ℂ) ^ n • A p
```

The tail with $K$ terms is

$$T_K(z)=\sum_{k=0}^{K-1}\frac{M_k}{z^{k+1}},$$

and $T_0=0$.

```lean
/-- The high-frequency tail with `K` terms, `moment 0 / z + ... + moment (K-1) / z ^ K`,
for `z ≠ 0`. -/
def tail (A : ι → E) (e : ι → ℝ) (K : ℕ) (z : ℂ) : E :=
  ∑ k ∈ Finset.range K, (z ^ (k + 1))⁻¹ • moment A e k
```

## The exact remainder

For $z\neq0$ and $z\neq x$, a single pole satisfies

$$\frac1{z-x}=\sum_{k=0}^{K-1}\frac{x^k}{z^{k+1}}+\frac{x^K}{z^K(z-x)} .$$

For $K=0$ this is an identity between equal terms. To pass from $K$ to $K+1$, split the remainder:

$$\frac{x^K}{z^K(z-x)}=\frac{x^K}{z^{K+1}}+\frac{x^{K+1}}{z^{K+1}(z-x)} .$$

Over the common denominator, the numerator on the right is $x^K(z-x)+x^{K+1}=x^Kz$. The Lean proof is the same induction: it clears the denominators and leaves the polynomial identity to `ring`.

```lean
/-- A single pole expanded in powers of `1/z`, with the exact remainder after `K` terms,
for `z` different from zero and from the pole. -/
theorem pole_expansion {z x : ℂ} (hz : z ≠ 0) (hzx : z ≠ x) (K : ℕ) :
    (z - x)⁻¹ = ∑ k ∈ Finset.range K, x ^ k / z ^ (k + 1) + x ^ K / (z ^ K * (z - x)) := by
  have h : z - x ≠ 0 := sub_ne_zero.2 hzx
  induction K with
  | zero => simp
  | succ K ih =>
    rw [ih, Finset.sum_range_succ, add_assoc]
    congr 1
    -- the old remainder splits into the next term and the new remainder
    have h1 : z ^ K * (z - x) ≠ 0 := mul_ne_zero (pow_ne_zero _ hz) h
    have h2 : z ^ (K + 1) ≠ 0 := pow_ne_zero _ hz
    have h3 : z ^ (K + 1) * (z - x) ≠ 0 := mul_ne_zero h2 h
    rw [div_add_div _ _ h2 h3, div_eq_div_iff h1 (mul_ne_zero h2 h3)]
    ring
```

Multiply the expansion for $x=e_p$ by $A_p$ and sum over $p$. Exchanging the two finite sums turns the first part into $T_K(z)$, so that

$$G(z)-T_K(z)=\frac1{z^K}\sum_p\frac{e_p^{\,K}A_p}{z-e_p}.$$

The error is therefore $z^{-K}$ times another Green's function, with the same poles and with residues $e_p^{\,K}A_p$. In the proof, `ht` exchanges the sums, and `pole_expansion` then settles each pole separately.

```lean
/-- Away from zero and from the poles, the error of the `K`-term tail is exactly `1 / z ^ K`
times the Green's function whose residues are multiplied by `e p ^ K`. -/
theorem greens_sub_tail (A : ι → E) (e : ι → ℝ) (K : ℕ) {z : ℂ} (hz : z ≠ 0)
    (hp : ∀ p, z ≠ (e p : ℂ)) :
    greens A e z - tail A e K z
      = (z ^ K)⁻¹ • greens (fun p => (e p : ℂ) ^ K • A p) e z := by
  -- collect the tail pole by pole
  have ht : tail A e K z
      = ∑ p, (∑ k ∈ Finset.range K, (e p : ℂ) ^ k / z ^ (k + 1)) • A p := by
    unfold tail moment
    simp_rw [Finset.smul_sum, Finset.sum_smul]
    rw [Finset.sum_comm]
    refine Finset.sum_congr rfl fun p _ => Finset.sum_congr rfl fun k _ => ?_
    rw [smul_smul, div_eq_mul_inv, mul_comm]
  rw [ht]
  unfold greens
  rw [Finset.smul_sum, ← Finset.sum_sub_distrib]
  refine Finset.sum_congr rfl fun p _ => ?_
  simp only [smul_smul, ← sub_smul]
  congr 1
  have h1 := pole_expansion hz (hp p) K
  have h2 : (e p : ℂ) ^ K / (z ^ K * (z - e p))
      = (z ^ K)⁻¹ * (z - (e p : ℂ))⁻¹ * (e p : ℂ) ^ K := by
    rw [div_eq_mul_inv, mul_inv]
    ring
  linear_combination h1 + h2
```

## The bound on the imaginary axis

The imaginary part of $iw-x$ is $w$ when $x$ is real, and a modulus is at least the absolute value of the imaginary part. Hence $|iw-x|\ge|w|$.

```lean
/-- The distance from the point `i w` on the imaginary axis to a real energy is at
least `|w|`. -/
theorem abs_le_norm_sub (w x : ℝ) : |w| ≤ ‖Complex.I * (w : ℂ) - (x : ℂ)‖ := by
  have h := Complex.abs_im_le_norm (Complex.I * (w : ℂ) - (x : ℂ))
  simpa using h
```

For $w\ne0$, the triangle inequality then gives

$$\|G(iw)\|\le\sum_p\frac{\|A_p\|}{|iw-e_p|}\le\frac1{|w|}\sum_p\|A_p\| .$$

```lean
/-- At a nonzero imaginary frequency the Green's function is bounded by the sum of the norms
of its residues divided by `|w|`. -/
theorem norm_greens_le (A : ι → E) (e : ι → ℝ) {w : ℝ} (hw : w ≠ 0) :
    ‖greens A e (Complex.I * w)‖ ≤ (∑ p, ‖A p‖) / |w| := by
  unfold greens
  rw [Finset.sum_div]
  refine (norm_sum_le _ _).trans (Finset.sum_le_sum fun p _ => ?_)
  rw [norm_smul, norm_inv, div_eq_inv_mul]
  exact mul_le_mul_of_nonneg_right
    (inv_anti₀ (abs_pos.2 hw) (abs_le_norm_sub w (e p))) (norm_nonneg _)
```

Apply this to the Green's function in the exact remainder, whose residues have norms $\|A_p\||e_p|^K$. With

$$S_K=\sum_p\|A_p\|\,|e_p|^K ,$$

the result is

$$\|G(iw)-T_K(iw)\|\le\frac1{|w|^K}\cdot\frac{S_K}{|w|}=\frac{S_K}{|w|^{K+1}} .$$

`tail_error_bound` states this for every natural number $K$ and every real $w\neq0$. The statement holds at any temperature, although the residues and the pole energies, and hence $S_K$, may depend on it (in the one-electron Matsubara Green's function the energies are measured from the chemical potential): fermionic Matsubara frequencies are all admitted, and of the bosonic ones only zero is excluded. For a finite-pole model with exactly known moments, the theorem limits the error made when Matsubara data beyond a cutoff are replaced by the tail, frequency by frequency.

In the Lean proof, `hp` shows that $iw$ never meets a pole, `hs` computes the norms of the new residues, and `hb` is the previous estimate applied to them.

```lean
/-- At every nonzero imaginary frequency, the error of the `K`-term high-frequency tail is at
most the sum of `‖A p‖ |e p| ^ K` divided by `|w| ^ (K + 1)`. -/
theorem tail_error_bound (A : ι → E) (e : ι → ℝ) (K : ℕ) {w : ℝ} (hw : w ≠ 0) :
    ‖greens A e (Complex.I * w) - tail A e K (Complex.I * w)‖
      ≤ (∑ p, ‖A p‖ * |e p| ^ K) / |w| ^ (K + 1) := by
  have hz : Complex.I * (w : ℂ) ≠ 0 :=
    mul_ne_zero Complex.I_ne_zero (Complex.ofReal_ne_zero.2 hw)
  have hp : ∀ p, Complex.I * (w : ℂ) ≠ (e p : ℂ) := by
    intro p h
    have h1 := abs_le_norm_sub w (e p)
    rw [h, sub_self, norm_zero] at h1
    exact absurd h1 (not_le_of_gt (abs_pos.2 hw))
  have hn : ‖Complex.I * (w : ℂ)‖ = |w| := by simp
  have hs : ∑ p, ‖(e p : ℂ) ^ K • A p‖ = ∑ p, ‖A p‖ * |e p| ^ K := by
    refine Finset.sum_congr rfl fun p _ => ?_
    rw [norm_smul, norm_pow, Complex.norm_real, Real.norm_eq_abs, mul_comm]
  -- bound the Green's function that appears in the exact remainder
  have hb := norm_greens_le (fun p => (e p : ℂ) ^ K • A p) e hw
  rw [hs] at hb
  rw [greens_sub_tail A e K hz hp, norm_smul, norm_inv, norm_pow, hn]
  refine (mul_le_mul_of_nonneg_left hb (by positivity)).trans (le_of_eq ?_)
  rw [pow_succ]
  ring
```

The energies must be real. Put a single pole of residue 1 at $z=i$ and take $K=0$, $w=2$. Then $|G(2i)|=1/|2i-i|=1$, whereas the formula would allow only $1/2$.

## The next moment and the best constant

Since $T_{K+1}(z)=T_K(z)+M_K/z^{K+1}$, one has at $z=iw$

$$z^{K+1}\bigl(G(z)-T_K(z)\bigr)-M_K=z^{K+1}\bigl(G(z)-T_{K+1}(z)\bigr).$$

The main bound with $K+1$ terms limits the norm of the right-hand side to $|w|^{K+1}S_{K+1}/|w|^{K+2}=S_{K+1}/|w|$. The step `ht` is the displayed identity.

```lean
/-- At nonzero `w`, the error of the `K`-term tail times `(i w) ^ (K + 1)` equals the moment of
order `K` up to the sum of `‖A p‖ |e p| ^ (K + 1)` divided by `|w|`. -/
theorem next_moment_bound (A : ι → E) (e : ι → ℝ) (K : ℕ) {w : ℝ} (hw : w ≠ 0) :
    ‖(Complex.I * (w : ℂ)) ^ (K + 1) •
        (greens A e (Complex.I * w) - tail A e K (Complex.I * w)) - moment A e K‖
      ≤ (∑ p, ‖A p‖ * |e p| ^ (K + 1)) / |w| := by
  have hz : (Complex.I * (w : ℂ)) ^ (K + 1) ≠ 0 :=
    pow_ne_zero _ (mul_ne_zero Complex.I_ne_zero (Complex.ofReal_ne_zero.2 hw))
  have hn : ‖Complex.I * (w : ℂ)‖ = |w| := by simp
  have ha : |w| ≠ 0 := abs_ne_zero.2 hw
  have hb := tail_error_bound A e (K + 1) hw
  -- subtracting the moment adds one more term to the tail
  have ht : (Complex.I * (w : ℂ)) ^ (K + 1) •
        (greens A e (Complex.I * w) - tail A e K (Complex.I * w)) - moment A e K
      = (Complex.I * (w : ℂ)) ^ (K + 1) •
        (greens A e (Complex.I * w) - tail A e (K + 1) (Complex.I * w)) := by
    have h1 : tail A e (K + 1) (Complex.I * w) = tail A e K (Complex.I * w)
        + ((Complex.I * (w : ℂ)) ^ (K + 1))⁻¹ • moment A e K :=
      Finset.sum_range_succ _ _
    rw [h1, ← sub_sub, smul_sub _ (greens A e (Complex.I * w) - _), smul_inv_smul₀ hz]
  rw [ht, norm_smul, norm_pow, hn]
  refine (mul_le_mul_of_nonneg_left hb (by positivity)).trans (le_of_eq ?_)
  field_simp
  ring
```

As $w\to+\infty$ this estimate tends to zero, so the rescaled error converges to the first omitted moment $M_K$. Lean obtains the limit by squeezing the norm of the difference between zero and $S_{K+1}/|w|$.

```lean
/-- As `w` tends to infinity, the error of the `K`-term tail times `(i w) ^ (K + 1)` converges
to the moment of order `K`. -/
theorem next_moment_limit (A : ι → E) (e : ι → ℝ) (K : ℕ) :
    Tendsto (fun w : ℝ => (Complex.I * (w : ℂ)) ^ (K + 1) •
      (greens A e (Complex.I * w) - tail A e K (Complex.I * w))) atTop
      (𝓝 (moment A e K)) := by
  refine tendsto_iff_norm_sub_tendsto_zero.2 ?_
  refine squeeze_zero' (Eventually.of_forall fun w => norm_nonneg _)
    ((eventually_gt_atTop (0 : ℝ)).mono fun w hw => next_moment_bound A e K hw.ne') ?_
  exact tendsto_const_nhds.div_atTop tendsto_abs_atTop_atTop
```

Now let the residues be nonnegative numbers and $K$ be even. Every term of $M_K$ is then nonnegative, and $M_K=S_K$. Suppose that some constant $C$ satisfies $|G(iw)-T_K(iw)|\le C/|w|^{K+1}$ for all sufficiently large $w$. Multiplying by $|w|^{K+1}$ and taking the limit gives $S_K=|M_K|\le C$. No smaller constant will do, even if the bound is required only at large $w$. In the proof, `h1` is the inequality $|M_K|\le C$, obtained from the limit, and `h2` is the equality of $M_K$ and $S_K$.

```lean
/-- For nonnegative scalar weights and even `K`, any constant `C` that bounds the tail error by
`C / |w| ^ (K + 1)` at all large `w` is at least the sum of `‖A p‖ |e p| ^ K`. -/
theorem tail_constant_optimal (A e : ι → ℝ) (hA : ∀ p, 0 ≤ A p) {K : ℕ} (hK : Even K)
    {C : ℝ} (hC : ∀ᶠ w : ℝ in atTop,
      ‖greens (fun p => (A p : ℂ)) e (Complex.I * w)
        - tail (fun p => (A p : ℂ)) e K (Complex.I * w)‖ ≤ C / |w| ^ (K + 1)) :
    ∑ p, ‖(A p : ℂ)‖ * |e p| ^ K ≤ C := by
  -- in the limit, the bound on the rescaled error becomes a bound on the moment of order K
  have h1 : ‖moment (fun p => (A p : ℂ)) e K‖ ≤ C := by
    refine le_of_tendsto (next_moment_limit (fun p => (A p : ℂ)) e K).norm ?_
    filter_upwards [hC, eventually_gt_atTop (0 : ℝ)] with w h hw
    have hn : ‖Complex.I * (w : ℂ)‖ = |w| := by simp
    rw [norm_smul, norm_pow, hn, mul_comm]
    exact (le_div_iff₀ (pow_pos (abs_pos.2 hw.ne') _)).1 h
  -- no cancellation occurs in an even moment of nonnegative weights
  have h2 : moment (fun p => (A p : ℂ)) e K
      = ((∑ p, ‖(A p : ℂ)‖ * |e p| ^ K : ℝ) : ℂ) := by
    unfold moment
    rw [Complex.ofReal_sum]
    refine Finset.sum_congr rfl fun p _ => ?_
    rw [Complex.norm_real, Real.norm_of_nonneg (hA p), hK.pow_abs, smul_eq_mul,
      Complex.ofReal_mul, Complex.ofReal_pow, mul_comm]
  rw [h2, Complex.norm_real] at h1
  exact (Real.le_norm_self _).trans h1
```

## Adding terms at a fixed frequency

The main bound can be written as

$$\|G(iw)-T_K(iw)\|\le\sum_p\frac{\|A_p\|}{|w|}\left(\frac{|e_p|}{|w|}\right)^K .$$

If $|w|$ exceeds every $|e_p|$, each term is a decaying geometric sequence in $K$, and the tail converges to $G(iw)$. If $0<|w|<|e_p|$ for some pole with a nonzero residue, the bound still holds for every $K$, but it tends to infinity as $K\to\infty$. The Lean proof treats the case without poles first, where both sides vanish, and then sums the geometric limits.

```lean
/-- If `|w|` exceeds the modulus of every pole energy, the tail converges to the Green's
function at `i w` as the number of terms grows. -/
theorem tail_converges (A : ι → E) (e : ι → ℝ) {w : ℝ} (h : ∀ p, |e p| < |w|) :
    Tendsto (fun K => tail A e K (Complex.I * w)) atTop
      (𝓝 (greens A e (Complex.I * w))) := by
  rcases isEmpty_or_nonempty ι with hι | ⟨⟨q⟩⟩
  · simp [tail, moment, greens]
  have ha : 0 < |w| := (abs_nonneg _).trans_lt (h q)
  refine tendsto_iff_norm_sub_tendsto_zero.2 ?_
  refine squeeze_zero (g := fun K => ∑ p, ‖A p‖ / |w| * (|e p| / |w|) ^ K)
    (fun K => norm_nonneg _) (fun K => ?_) ?_
  · rw [norm_sub_rev]
    refine (tail_error_bound A e K (abs_pos.1 ha)).trans (le_of_eq ?_)
    rw [Finset.sum_div]
    refine Finset.sum_congr rfl fun p _ => ?_
    rw [div_pow, pow_succ]
    ring
  · -- each pole contributes a decaying geometric sequence
    have hg : ∀ p ∈ (Finset.univ : Finset ι),
        Tendsto (fun K : ℕ => ‖A p‖ / |w| * (|e p| / |w|) ^ K) atTop (𝓝 0) := by
      intro p _
      have h1 := (tendsto_pow_atTop_nhds_zero_of_lt_one
        (div_nonneg (abs_nonneg (e p)) ha.le) ((div_lt_one ha).2 (h p))).const_mul (‖A p‖ / |w|)
      rwa [mul_zero] at h1
    have hsum := tendsto_finsetSum Finset.univ hg
    rwa [Finset.sum_const_zero] at hsum

end

end MatsubaraTail
```

```lean
#print axioms MatsubaraTail.tail_error_bound
-- 'MatsubaraTail.tail_error_bound' depends on axioms: [propext, Classical.choice, Quot.sound]
#print axioms MatsubaraTail.tail_constant_optimal
-- 'MatsubaraTail.tail_constant_optimal' depends on axioms: [propext, Classical.choice, Quot.sound]
#print axioms MatsubaraTail.tail_converges
-- 'MatsubaraTail.tail_converges' depends on axioms: [propext, Classical.choice, Quot.sound]
```
